# Both pole branches vary with nonzero slope below the critical hopping at unit filling

At unit filling, with energies in units of the repulsion, the two poles at hopping strength $e$ are given by the formula $(1-e+s\sqrt{e^2-6e+1})/2$ with $s=\pm1$. The file takes this formula as a definition and does not derive it from a Hamiltonian. The theorem `pole_hasDerivAt` says that for every real $e$ below the critical value $3-2\sqrt2$, each branch is differentiable in $e$, with the derivative given by `poleSlope`, and that this derivative is not zero. The proof first shows that the expression under the root is positive, then differentiates the formula step by step. For the second claim it supposes the slope to be zero and squares, which would force $(e-3)^2=(e-3)^2-8$.

The first attempt, which Lean rejects:

```lean
import Mathlib

open Filter Topology

namespace MottLobeTip

noncomputable section

/-- The critical hopping strength `3 - 2√2` at unit filling. -/
def tip : ℝ := 3 - 2 * √2

/-- The pole at hopping strength `e`, in units of the repulsion, on the branch of sign `s`;
the domain is `e ≤ tip`. -/
def pole (s e : ℝ) : ℝ := (1 - e + s * √(e ^ 2 - 6 * e + 1)) / 2

/-- The slope of the branch `s` as a function of hopping strength; the domain is `e < tip`. -/
def poleSlope (s e : ℝ) : ℝ := (-1 + s * (e - 3) / √(e ^ 2 - 6 * e + 1)) / 2

/-- The discriminant of the pole equation at distance `d` below the critical hopping. -/
theorem disc_tip (d : ℝ) :
    (tip - d) ^ 2 - 6 * (tip - d) + 1 = d * (d + 4 * √2) := by
  have hw : √2 ^ 2 = (2 : ℝ) := Real.sq_sqrt (by norm_num)
  unfold tip
  linear_combination 4 * hw

/-- Below the critical hopping both branches are differentiable with nonzero slope. -/
theorem pole_hasDerivAt {s e : ℝ} (hs : s = 1 ∨ s = -1) (he : e < tip) :
    HasDerivAt (pole s) (poleSlope s e) e ∧ poleSlope s e ≠ 0 := by
  have hd : 0 < e ^ 2 - 6 * e + 1 := by
    have h := disc_tip (tip - e)
    rw [sub_sub_cancel] at h
    rw [h]
    have h1 : 0 < tip - e := sub_pos.2 he
    positivity
  constructor
  · have h0 : HasDerivAt (fun x : ℝ => x ^ 2 - 6 * x + 1) (2 * e - 6) e := by
      have h := (((hasDerivAt_id' e).fun_pow 2).fun_sub
        ((hasDerivAt_id' e).const_mul 6)).add_const 1
      convert h using 1
      norm_num
    have h1 := (((hasDerivAt_id' e).const_sub 1).fun_add
      ((h0.sqrt hd.ne').const_mul s)).div_const 2
    refine h1.congr_deriv ?_
    unfold poleSlope
    rw [show 2 * e - 6 = 2 * (e - 3) by ring, mul_div_mul_left _ _ two_ne_zero]
    ring
  · -- a vanishing slope would give `(e - 3)² = (e - 3)² - 8`
    intro h
    unfold poleSlope at h
    have h1 : s * (e - 3) / √(e ^ 2 - 6 * e + 1) = 1 := by linarith
    rw [div_eq_one_iff_eq (Real.sqrt_pos.2 hd).ne'] at h1
    have h2 : (s * (e - 3)) ^ 2 = e ^ 2 - 6 * e + 1 := by rw [h1, Real.sq_sqrt hd.le]
    rcases hs with rfl | rfl <;> nlinarith

end

end MottLobeTip
```

Messages:

```
Main.lean:36:75: error: unsolved goals
case e'_4
s e : ℝ
hs : s = 1 ∨ s = -1
he : e < tip
hd : 0 < e ^ 2 - 6 * e + 1
h : HasDerivAt (fun x => x ^ 2 - 6 * x + 1) (↑2 * e ^ (2 - 1) * 1 - 6 * 1) e
⊢ Real.instAddCommGroup = Real.normedAddCommGroup.toAddCommGroup

case e'_5
s e : ℝ
hs : s = 1 ∨ s = -1
he : e < tip
hd : 0 < e ^ 2 - 6 * e + 1
h : HasDerivAt (fun x => x ^ 2 - 6 * x + 1) (↑2 * e ^ (2 - 1) * 1 - 6 * 1) e
e_4✝ : Real.instAddCommGroup = Real.normedAddCommGroup.toAddCommGroup
⊢ Semiring.toModule = RCLike.toInnerProductSpaceReal.toModule

case e'_9
s e : ℝ
hs : s = 1 ∨ s = -1
he : e < tip
hd : 0 < e ^ 2 - 6 * e + 1
h : HasDerivAt (fun x => x ^ 2 - 6 * x + 1) (↑2 * e ^ (2 - 1) * 1 - 6 * 1) e
⊢ 2 * e - 6 = ↑2 * e ^ (2 - 1) * 1 - 6 * 1
```

As a diff, the version that Lean accepts:

```diff
@@ -37,6 +37,5 @@
       have h := (((hasDerivAt_id' e).fun_pow 2).fun_sub
         ((hasDerivAt_id' e).const_mul 6)).add_const 1
-      convert h using 1
-      norm_num
+      exact h.congr_deriv (by norm_num)
     have h1 := (((hasDerivAt_id' e).const_sub 1).fun_add
       ((h0.sqrt hd.ne').const_mul s)).div_const 2
```

What went wrong. The error lies in `h0`, the derivative of the expression under the root. The fact `h` has the right function, but its derivative is written `↑2 * e ^ (2 - 1) * 1 - 6 * 1` instead of `2 * e - 6`. The call `convert h using 1` was meant to leave only that equation. But `HasDerivAt` also carries the additive group and module structures on the reals, and these are written differently in `h` and in the goal. They agree by definition, but `convert` did not close the comparison and left equations between them as goals (`e'_4` and `e'_5`). `norm_num` works only on the first goal, so it never reached the equation between the derivatives, which the message still shows unsimplified as `e'_9`.

The repair uses `h.congr_deriv`, which replaces the derivative in `h` by an equal one and asks only for a proof of that equality. `norm_num` supplies it, and `exact` accepts the two forms of the structures because they are equal by definition.
